# Effective conductance is monotone, concave and homogeneous in nonnegative bond conductances

## From two resistors to a network

Put conductances $g,h>0$ in series, hold the ends at potentials 1 and 0, and let the middle node have potential $x$. The dissipated power is

$$g(1-x)^2+hx^2=\frac{gh}{g+h}+(g+h)\left(x-\frac{g}{g+h}\right)^2 .$$

Its minimum, at the voltage-divider value $x=g/(g+h)$, is the series conductance $gh/(g+h)$. At each fixed $x$ the power is linear in $(g,h)$ with nonnegative coefficients. Minimising over $x$ keeps the monotonicity and turns linearity into concavity.

For a finite set of nodes with conductances $c_{ij}$ and real potentials $u_i$, define

$$P_c(u)=\tfrac12\sum_{i,j}c_{ij}(u_i-u_j)^2,\qquad C(c)=\inf\{P_c(u):u_a=1,\ u_b=0\},$$

where $a\neq b$ are the terminals. Let all conductances be nonnegative. Trial potentials that obey Kirchhoff's current law at every node other than the terminals minimise $P_c$, and at unit voltage this minimal power has the same numerical value as the conductance. Moreover, $P_c(u)\ge0$, so the infimum is finite, and $P_{sc+td}=sP_c+tP_d$ for real $s,t$. The three properties follow by comparing powers at each trial potential $u$.

- **Monotonicity.** If $c\le d$ bond by bond, then $C(c)\le P_c(u)\le P_c(u)+P_{d-c}(u)=P_d(u)$. Taking the infimum over $u$ gives $C(c)\le C(d)$.
- **Concavity.** For $s,t\ge0$ with $s+t=1$, $P_{sc+td}(u)=sP_c(u)+tP_d(u)\ge sC(c)+tC(d)$. Hence $C(sc+td)\ge sC(c)+tC(d)$.
- **Homogeneity.** For $t\ge0$, $tC(c)\le tP_c(u)=P_{tc}(u)$, so $tC(c)\le C(tc)$. For $t>0$, also $C(tc)/t\le P_{tc}(u)/t=P_c(u)$, so $C(tc)\le tC(c)$. For $t=0$ every trial power vanishes and $C(0)=0$.

Nonnegativity expresses that the bonds are passive. With $g=1$ and $h=-2$ in the chain, the power is $1-2x-x^2$, which is unbounded below, and no greatest lower bound exists.

For disordered networks of linear resistors, concavity says that averaging two samples bond by bond gives a network that conducts at least as well as the samples do on average.

## Power, trial potentials and conductance in Lean

The node set is a finite type `V`.

```lean
import Mathlib

open Finset

namespace ResistorNetworkBounds

noncomputable section

variable {V : Type*} [Fintype V]
```

A network is a function `c : V → V → ℝ`. Symmetry is not required: the bond between $i$ and $j$ effectively has conductance $(c_{ij}+c_{ji})/2$, and diagonal entries have no effect.

```lean
/-- Power dissipated in a network with conductances `c` at node potentials `u`; the factor one half
makes each bond of a symmetric network count once. -/
def power (c : V → V → ℝ) (u : V → ℝ) : ℝ :=
  (1 / 2) * ∑ i, ∑ j, c i j * (u i - u j) ^ 2
```

The boundary conditions define the set of trial potentials.

```lean
/-- Trial potentials with unit voltage at terminal `a` and terminal `b` grounded. -/
def trials (a b : V) : Set (V → ℝ) := {u | u a = 1 ∧ u b = 0}
```

The conductance is the real infimum `sInf` of the trial powers. Nothing here states that a minimising potential exists in a general network.

```lean
/-- Effective conductance between `a` and `b`: the infimum of the dissipated power over all
trial potentials. -/
def conductance (a b : V) (c : V → V → ℝ) : ℝ := sInf (power c '' trials a b)
```

## Bounds from trial potentials

The condition `0 ≤ c` is meant entry by entry. Each term of the power is then a product of nonnegative factors.

```lean
/-- A network of nonnegative conductances dissipates nonnegative power. -/
theorem power_nonneg {c : V → V → ℝ} (hc : 0 ≤ c) (u : V → ℝ) : 0 ≤ power c u := by
  have h : 0 ≤ ∑ i, ∑ j, c i j * (u i - u j) ^ 2 :=
    Finset.sum_nonneg fun i _ => Finset.sum_nonneg fun j _ =>
      mul_nonneg (hc i j) (sq_nonneg _)
  unfold power
  linarith
```

Linearity comes from distributing the double sum.

```lean
/-- At fixed potentials the dissipated power is linear in the conductances. -/
theorem power_linear (s t : ℝ) (c d : V → V → ℝ) (u : V → ℝ) :
    power (s • c + t • d) u = s * power c u + t * power d u := by
  unfold power
  simp only [Pi.add_apply, Pi.smul_apply, smul_eq_mul, add_mul, Finset.sum_add_distrib,
    mul_assoc, ← Finset.mul_sum]
  ring
```

Any trial potential bounds $C$ from above, with zero as the lower bound that makes the infimum meaningful.

```lean
/-- For nonnegative conductances, the power of every trial potential is an upper bound on the
effective conductance. -/
theorem conductance_le_power {a b : V} {c : V → V → ℝ} (hc : 0 ≤ c) {u : V → ℝ}
    (hu : u ∈ trials a b) : conductance a b c ≤ power c u := by
  refine csInf_le ⟨0, ?_⟩ (Set.mem_image_of_mem _ hu)
  rintro _ ⟨v, _, rfl⟩
  exact power_nonneg hc v
```

Conversely, a lower bound on all trial powers is at most $C$. This needs a nonempty trial set, which the potential equal to 1 at $a$ and 0 elsewhere supplies when $a\ne b$.

```lean
/-- For distinct terminals, a number that is at most the power of every trial potential is at most
the effective conductance. -/
theorem le_conductance {a b : V} (hab : a ≠ b) {c : V → V → ℝ} {x : ℝ}
    (h : ∀ u ∈ trials a b, x ≤ power c u) : x ≤ conductance a b c := by
  classical
  have hu : (fun i => if i = a then (1 : ℝ) else 0) ∈ trials a b := by
    simp [trials, hab.symm]
  refine le_csInf ⟨_, Set.mem_image_of_mem _ hu⟩ ?_
  rintro _ ⟨v, hv, rfl⟩
  exact h v hv
```

## The three properties together

`IsGLB` says that `conductance` is the true greatest lower bound. `Set.Ici 0` is the set of nonnegative networks, on which `MonotoneOn` and `ConcaveOn` are asserted. The proof follows the comparisons above: monotonicity writes $d=c+(d-c)$, and homogeneity treats $t=0$ separately.

```lean
/-- On nonnegative conductances, the effective conductance between distinct terminals is the
greatest lower bound of the trial powers, and it is monotone, concave and homogeneous of
degree one. -/
theorem conductance_monotone_concave_homogeneous {a b : V} (hab : a ≠ b) :
    (∀ c : V → V → ℝ, 0 ≤ c → IsGLB (power c '' trials a b) (conductance a b c)) ∧
    MonotoneOn (conductance a b) (Set.Ici 0) ∧
    ConcaveOn ℝ (Set.Ici 0) (conductance a b) ∧
    (∀ t : ℝ, 0 ≤ t → ∀ c : V → V → ℝ, 0 ≤ c →
      conductance a b (t • c) = t * conductance a b c) := by
  refine ⟨fun c hc => ⟨?_, ?_⟩, ?_, ⟨convex_Ici 0, ?_⟩, ?_⟩
  · rintro _ ⟨u, hu, rfl⟩
    exact conductance_le_power hc hu
  · intro x hx
    exact le_conductance hab fun u hu => hx (Set.mem_image_of_mem _ hu)
  · -- raising conductances does not lower the power of any trial potential
    intro c hc d _ hcd
    refine le_conductance hab fun u hu => (conductance_le_power hc hu).trans ?_
    have h1 := power_nonneg (sub_nonneg.2 hcd) u
    have h2 := power_linear 1 1 c (d - c) u
    have h3 : (1 : ℝ) • c + (1 : ℝ) • (d - c) = d := by module
    rw [h3] at h2
    linarith
  · -- an infimum of functions linear in the conductances is concave
    intro c hc d hd s t hs ht _
    refine le_conductance hab fun u hu => ?_
    rw [power_linear]
    exact add_le_add (mul_le_mul_of_nonneg_left (conductance_le_power hc hu) hs)
      (mul_le_mul_of_nonneg_left (conductance_le_power hd hu) ht)
  · intro t ht c hc
    have hp : ∀ u, power (t • c) u = t * power c u := fun u => by
      have h := power_linear t 0 c c u
      rwa [zero_smul, add_zero, zero_mul, add_zero] at h
    have htc : 0 ≤ t • c := fun i j => mul_nonneg ht (hc i j)
    apply le_antisymm
    · rcases ht.eq_or_lt with h0 | hpos
      · -- with all bonds cut, any trial potential dissipates nothing
        classical
        have hu : (fun i => if i = a then (1 : ℝ) else 0) ∈ trials a b := by
          simp [trials, hab.symm]
        have h := conductance_le_power htc hu
        rw [hp, ← h0, zero_mul] at h
        rw [← h0, zero_mul]
        exact h
      · have h : conductance a b (t • c) / t ≤ conductance a b c := by
          refine le_conductance hab fun u hu => ?_
          rw [div_le_iff₀ hpos, mul_comm, ← hp]
          exact conductance_le_power htc hu
        rwa [div_le_iff₀ hpos, mul_comm] at h
    · refine le_conductance hab fun u hu => ?_
      rw [hp]
      exact mul_le_mul_of_nonneg_left (conductance_le_power hc hu) ht
```

## Finite ensembles

With nonnegative weights $p_\omega$, induction on the ensemble extends linearity to $\sum_\omega p_\omega c_\omega$, and each $C(c_\omega)$ is then bounded by its trial power. The weights need not sum to one; when they do, the left side is an ensemble average. The bound holds for each trial potential separately.

```lean
/-- For a finite ensemble of networks with nonnegative conductances and nonnegative weights, the
weighted sum of effective conductances is at most the power of the weighted-sum network in any trial
potential. -/
theorem ensemble_conductance_le_power {Ω : Type*} (s : Finset Ω) (p : Ω → ℝ)
    (c : Ω → V → V → ℝ) (hp : ∀ ω ∈ s, 0 ≤ p ω) (hc : ∀ ω ∈ s, 0 ≤ c ω)
    {a b : V} {u : V → ℝ} (hu : u ∈ trials a b) :
    ∑ ω ∈ s, p ω * conductance a b (c ω) ≤ power (∑ ω ∈ s, p ω • c ω) u := by
  classical
  have hlin : power (∑ ω ∈ s, p ω • c ω) u = ∑ ω ∈ s, p ω * power (c ω) u := by
    clear hp hc
    induction s using Finset.induction_on with
    | empty => simp [power]
    | insert x s hx ih =>
      have h := power_linear (p x) 1 (c x) (∑ ω ∈ s, p ω • c ω) u
      rw [one_smul, one_mul] at h
      rw [Finset.sum_insert hx, Finset.sum_insert hx, h, ih]
  rw [hlin]
  exact Finset.sum_le_sum fun ω hω =>
    mul_le_mul_of_nonneg_left (conductance_le_power (hc ω hω) hu) (hp ω hω)
```

## The series chain and a strict inequality

The chain has nodes 0, 1, 2, with terminals 0 and 2.

```lean
/-- Three nodes in a row, joined by bonds of conductance `g` and `h`. -/
def chain (g h : ℝ) : Fin 3 → Fin 3 → ℝ := ![![0, g, 0], ![g, 0, h], ![0, h, 0]]
```

The upper bound inserts the voltage divider. The lower bound uses the square $(g(1-u_1)-hu_1)^2\ge0$, which is the completed square above multiplied by $g+h$.

```lean
/-- Two positive conductances in series have effective conductance `g h / (g + h)`. -/
theorem conductance_chain {g h : ℝ} (hg : 0 < g) (hh : 0 < h) :
    conductance 0 2 (chain g h) = g * h / (g + h) := by
  have hpow : ∀ u, power (chain g h) u = g * (u 0 - u 1) ^ 2 + h * (u 1 - u 2) ^ 2 := by
    intro u
    simp [power, chain, Fin.sum_univ_three]
    ring
  have hc : 0 ≤ chain g h := by
    intro i j
    fin_cases i <;> fin_cases j <;> simp [chain, hg.le, hh.le]
  have hs : 0 < g + h := by positivity
  apply le_antisymm
  · -- the voltage divider is the optimal trial potential
    have hu : (![1, g / (g + h), 0] : Fin 3 → ℝ) ∈ trials 0 2 := by simp [trials]
    refine (conductance_le_power hc hu).trans (le_of_eq ?_)
    rw [hpow]
    show g * (1 - g / (g + h)) ^ 2 + h * (g / (g + h) - 0) ^ 2 = _
    field_simp
    ring
  · refine le_conductance (by decide) fun u hu => ?_
    rw [hpow, hu.1, hu.2, div_le_iff₀ hs]
    nlinarith [sq_nonneg (g * (1 - u 1) - h * u 1)]
```

The chains $(g,h)$ and $(h,g)$ both have conductance $gh/(g+h)$. Their average has two bonds of $(g+h)/2$ and conductance $(g+h)/4$. The difference is

$$\frac{g+h}{4}-\frac{gh}{g+h}=\frac{(g-h)^2}{4(g+h)},$$

which is positive for $g\ne h$.

```lean
/-- The concavity inequality can be strict: for positive `g ≠ h`, the average conductance of the
chains `(g, h)` and `(h, g)` is strictly below the conductance of the averaged chain. -/
theorem chain_average_strict {g h : ℝ} (hg : 0 < g) (hh : 0 < h) (hne : g ≠ h) :
    (conductance 0 2 (chain g h) + conductance 0 2 (chain h g)) / 2 <
      conductance 0 2 ((1 / 2 : ℝ) • (chain g h + chain h g)) := by
  have hm : (1 / 2 : ℝ) • (chain g h + chain h g) = chain ((g + h) / 2) ((g + h) / 2) := by
    ext i j
    fin_cases i <;> fin_cases j <;> simp [chain] <;> ring
  have hs : 0 < g + h := by positivity
  have hd : 0 < (g - h) ^ 2 := by
    have := sub_ne_zero.2 hne
    positivity
  have hlt : g * h / (g + h) < (g + h) / 4 := by
    rw [div_lt_iff₀ hs]
    nlinarith
  have hmid : (g + h) / 2 * ((g + h) / 2) / ((g + h) / 2 + (g + h) / 2) = (g + h) / 4 := by
    rw [add_halves, div_eq_iff hs.ne']
    ring
  rw [hm, conductance_chain hg hh, conductance_chain hh hg,
    conductance_chain (half_pos hs) (half_pos hs), hmid, mul_comm h g, add_comm h g]
  linarith

end

end ResistorNetworkBounds
```

```lean
#print axioms ResistorNetworkBounds.conductance_monotone_concave_homogeneous
#print axioms ResistorNetworkBounds.ensemble_conductance_le_power
#print axioms ResistorNetworkBounds.chain_average_strict
```

```
'ResistorNetworkBounds.conductance_monotone_concave_homogeneous' depends on axioms: [propext, Classical.choice, Quot.sound]
'ResistorNetworkBounds.ensemble_conductance_le_power' depends on axioms: [propext, Classical.choice, Quot.sound]
'ResistorNetworkBounds.chain_average_strict' depends on axioms: [propext, Classical.choice, Quot.sound]
```
